# Weak-coupling limit of the dimer interaction energy for nondegenerate monomers

## The lowest eigenvalue as a function of the matrix

The ground energy is defined for every real square matrix as the infimum of its real eigenvalues, `groundEnergy`, written `ε₀`. For a symmetric matrix on a nonempty finite basis, this is proved to be the lowest eigenvalue.

Let A and B be the symmetric monomer Hamiltonians, with ground energies E_A, E_B and unit ground vectors a, b. Both ground states are assumed nondegenerate, `IsNondegenerateGround`: every ground eigenvector is a multiple of the given one. The uncoupled dimer and its product state are

H = A ⊗ 1 + 1 ⊗ B,  u(i,j) = a(i) b(j).

## The limit and the superposition error

For a symmetric coupling V, let E(t) be the ground energy of H + tV, and put E₀ = E_A + E_B and v = ⟨u, Vu⟩. Then

E(0) = E₀,  (E(t) − E₀)/t → v as t → 0, t ≠ 0.

The index types `m` and `n` label the basis states of each monomer; as in a counterpoise calculation, both sets may be built from the basis functions of the two monomers together. A reference energy W > E₀ stands for the sum of the monomer energies from smaller bases, and W − E₀ for the basis-set superposition error; the strict inequality is assumed. In this finite model, as t → 0⁺, E(t) − W tends to the finite value −(W − E₀), while (E(t) − W)/t tends to −∞: a fixed basis error swamps a weak interaction. The name `superposition_error_diverges` refers to this ratio, not to the error itself.

The basis is orthonormal, and the product space is not antisymmetrised, so v contains no exchange energy between the monomers. The parameter t scales a fixed V; it is not a distance, and in a real dimer the superposition error changes with distance too.

## The product state is the only ground state

Clearly Hu = E₀u. For any x, with columns x(·,j) and rows x(i,·),

⟨x, Hx⟩ = Σⱼ ⟨x(·,j), A x(·,j)⟩ + Σᵢ ⟨x(i,·), B x(i,·)⟩ ≥ E₀⟨x, x⟩.

Hence E(0) = E₀. If Hx = E₀x, contract with a: f(j) = Σᵢ a(i) x(i,j). Since A is symmetric,

Bf = E₀f − E_A f = E_B f,

so f = sb for some number s. The remainder y = x − su has columns orthogonal to a. Expanding in eigenvectors of A gives a gap δ > 0 on such columns, so

E₀‖y‖² = ⟨y, Hy⟩ ≥ (E₀ + δ)‖y‖²,

and y = 0.

## The error is at most quadratic in t

The trial vector u gives E(t) ≤ E₀ + tv. For the lower bound, write a unit ground vector of H + tV as x = cu + y, with y ⊥ u and c² + ‖y‖² = 1. Let Δ > 0 be a gap of H on vectors orthogonal to u, and choose K with |⟨y, Vy⟩ − v‖y‖²| ≤ K‖y‖² for all y. Expanding ⟨x, (H + tV)x⟩ gives

E(t) − E₀ − tv ≥ Δ‖y‖² + 2tc⟨Vu, y⟩ − K|t|‖y‖².

Split Δ into halves and complete two squares:

(Δ/2)‖y‖² + 2tc⟨Vu, y⟩ ≥ −2t²c²‖Vu‖²/Δ,

Δ/2 − K|t| ≥ −K²t²/(2Δ).

As c² and ‖y‖² are at most 1, the error is at least −Ct², with C = (2‖Vu‖² + K²/2)/Δ. Dividing by t ≠ 0,

|(E(t) − E₀)/t − v| ≤ C|t| → 0.

For the reference W,

(E(t) − W)/t = (E(t) − E₀)/t + (E₀ − W)/t,

where the first term tends to v and the second to −∞ as t → 0⁺.

## The Lean file

```lean
import Mathlib

open Matrix Filter Topology
open scoped Kronecker

namespace DimerInteraction

variable {m n : Type*} [Fintype m] [DecidableEq m] [Fintype n] [DecidableEq n]

/-- The energy levels of a real matrix: its real eigenvalues. -/
def energyLevels (M : Matrix n n ℝ) : Set ℝ := {μ | ∃ x : n → ℝ, x ≠ 0 ∧ M *ᵥ x = μ • x}

/-- The ground energy, the infimum of the energy levels; meant for symmetric matrices
on a nonempty basis. -/
noncomputable def groundEnergy (M : Matrix n n ℝ) : ℝ := sInf (energyLevels M)

local notation "ε₀" => groundEnergy

/-- The unit vector `a` spans the eigenspace of `M` at the ground energy. -/
structure IsNondegenerateGround (M : Matrix n n ℝ) (a : n → ℝ) : Prop where
  unit : a ⬝ᵥ a = 1
  eigen : M *ᵥ a = ε₀ M • a
  unique : ∀ x, M *ᵥ x = ε₀ M • x → ∃ c : ℝ, x = c • a

/-- The Hamiltonian of two uncoupled monomers, `A ⊗ 1 + 1 ⊗ B`. -/
def uncoupled (A : Matrix m m ℝ) (B : Matrix n n ℝ) : Matrix (m × n) (m × n) ℝ :=
  A ⊗ₖ 1 + 1 ⊗ₖ B

/-- The product vector `a ⊗ b` of two monomer vectors. -/
def productState (a : m → ℝ) (b : n → ℝ) : m × n → ℝ := fun p => a p.1 * b p.2

omit [DecidableEq n] in
/-- The squared length of a real vector is nonnegative, and positive for a nonzero vector. -/
theorem dot_self (x : n → ℝ) : 0 ≤ x ⬝ᵥ x ∧ (x ≠ 0 → 0 < x ⬝ᵥ x) := by
  have h : 0 ≤ x ⬝ᵥ x := Finset.sum_nonneg fun i _ => mul_self_nonneg (x i)
  exact ⟨h, fun hx => lt_of_le_of_ne h fun h0 => hx (dotProduct_self_eq_zero.1 h0.symm)⟩

omit [DecidableEq n] in
/-- A symmetric matrix can be moved from one side of the scalar product to the other. -/
theorem dot_mulVec_comm {M : Matrix n n ℝ} (hM : M.IsSymm) (x y : n → ℝ) :
    x ⬝ᵥ M *ᵥ y = (M *ᵥ x) ⬝ᵥ y := by
  rw [Matrix.dotProduct_mulVec, ← Matrix.mulVec_transpose, hM.eq]

/-- A symmetric matrix has eigenvectors for which the squared length of any vector is the sum of its
squared amplitudes, and its energy expectation is the same sum weighted by the eigenvalues. -/
theorem spectral_expansion {M : Matrix n n ℝ} (hM : M.IsSymm) :
    ∃ (l : n → ℝ) (v : n → n → ℝ), (∀ i, v i ≠ 0 ∧ M *ᵥ v i = l i • v i) ∧
      ∀ x : n → ℝ, x ⬝ᵥ x = ∑ i, (v i ⬝ᵥ x) ^ 2 ∧
        x ⬝ᵥ M *ᵥ x = ∑ i, l i * (v i ⬝ᵥ x) ^ 2 := by
  have hH : M.IsHermitian := Matrix.IsHermitian.ext fun i j => by simpa using hM.apply i j
  have hin : ∀ x y : EuclideanSpace ℝ n, inner ℝ x y = x.ofLp ⬝ᵥ y.ofLp := by
    intro x y
    simp [PiLp.inner_apply, dotProduct, mul_comm]
  have hpar : ∀ x y : n → ℝ, x ⬝ᵥ y = ∑ i, ((hH.eigenvectorBasis i).ofLp ⬝ᵥ x) *
      ((hH.eigenvectorBasis i).ofLp ⬝ᵥ y) := by
    intro x y
    have h := hH.eigenvectorBasis.sum_inner_mul_inner (WithLp.toLp 2 x) (WithLp.toLp 2 y)
    simp only [hin] at h
    exact h.symm.trans (Finset.sum_congr rfl fun i _ =>
      congrArg (· * _) (dotProduct_comm _ _))
  refine ⟨hH.eigenvalues, fun i => (hH.eigenvectorBasis i).ofLp,
    fun i => ⟨fun h0 => ?_, hH.mulVec_eigenvectorBasis i⟩, fun x => ⟨?_, ?_⟩⟩
  · have h0' : (hH.eigenvectorBasis i).ofLp = 0 := h0
    have h1 := real_inner_self_eq_norm_sq (hH.eigenvectorBasis i)
    rw [hH.eigenvectorBasis.orthonormal.1 i, hin, h0'] at h1
    simp at h1
  · exact (hpar x x).trans (Finset.sum_congr rfl fun i _ => (sq _).symm)
  · refine (hpar x _).trans (Finset.sum_congr rfl fun i _ => ?_)
    rw [dot_mulVec_comm hM, hH.mulVec_eigenvectorBasis, smul_dotProduct, smul_eq_mul]
    ring

/-- For a symmetric matrix on a nonempty basis the ground energy is the lowest eigenvalue. -/
theorem groundEnergy_isLeast [Nonempty n] {M : Matrix n n ℝ} (hM : M.IsSymm) :
    IsLeast (energyLevels M) (ε₀ M) := by
  obtain ⟨l, v, hv, hx⟩ := spectral_expansion hM
  obtain ⟨k, hk⟩ := Finite.exists_min l
  have h : IsLeast (energyLevels M) (l k) := by
    refine ⟨⟨v k, hv k⟩, ?_⟩
    rintro μ ⟨x, hx0, hμ⟩
    have h2 := (hx x).2
    rw [hμ, dotProduct_smul, smul_eq_mul] at h2
    refine le_of_mul_le_mul_right ?_ ((dot_self x).2 hx0)
    rw [h2, (hx x).1, Finset.mul_sum]
    exact Finset.sum_le_sum fun i _ => mul_le_mul_of_nonneg_right (hk i) (sq_nonneg _)
  have e : ε₀ M = l k := h.csInf_eq
  rwa [e]

/-- Variational principle: the energy expectation of a symmetric matrix is at least the
ground energy times the squared length of the trial vector. -/
theorem variational [Nonempty n] {M : Matrix n n ℝ} (hM : M.IsSymm) (x : n → ℝ) :
    ε₀ M * (x ⬝ᵥ x) ≤ x ⬝ᵥ M *ᵥ x := by
  obtain ⟨l, v, hv, hx⟩ := spectral_expansion hM
  rw [(hx x).2, (hx x).1, Finset.mul_sum]
  exact Finset.sum_le_sum fun i _ => mul_le_mul_of_nonneg_right
    ((groundEnergy_isLeast hM).2 ⟨v i, hv i⟩) (sq_nonneg _)

/-- Above a nondegenerate ground state of a symmetric matrix there is a positive gap for
all vectors orthogonal to it. -/
theorem excitation_gap [Nonempty n] {M : Matrix n n ℝ} (hM : M.IsSymm) {a : n → ℝ}
    (ha : IsNondegenerateGround M a) :
    ∃ Δ > 0, ∀ y, a ⬝ᵥ y = 0 → (ε₀ M + Δ) * (y ⬝ᵥ y) ≤ y ⬝ᵥ M *ᵥ y := by
  obtain ⟨l, v, hv, hx⟩ := spectral_expansion hM
  let g : n → ℝ := fun i => if l i = ε₀ M then 1 else l i - ε₀ M
  have hg : ∀ i, 0 < g i := by
    intro i
    dsimp only [g]
    split_ifs with h
    · exact one_pos
    · exact sub_pos.2 (lt_of_le_of_ne ((groundEnergy_isLeast hM).2 ⟨v i, hv i⟩) (Ne.symm h))
  obtain ⟨k, hk⟩ := Finite.exists_min g
  refine ⟨g k, hg k, fun y hy => ?_⟩
  rw [(hx y).2, (hx y).1, Finset.mul_sum]
  refine Finset.sum_le_sum fun i _ => ?_
  by_cases h : l i = ε₀ M
  · obtain ⟨c, hc⟩ := ha.unique (v i) (by rw [(hv i).2, h])
    rw [hc, smul_dotProduct, hy]
    simp
  · have h1 := hk i
    have h2 : g i = l i - ε₀ M := if_neg h
    exact mul_le_mul_of_nonneg_right (by linarith) (sq_nonneg _)

/-- For symmetric `H` and `V` and a nondegenerate ground state `u` of `H`, the first-order
energy is an upper bound to the ground energy of `H + tV`, with an error at most
quadratic in `t`. -/
theorem second_order_bound [Nonempty n] {H V : Matrix n n ℝ} (hH : H.IsSymm)
    (hV : V.IsSymm) {u : n → ℝ} (hu : IsNondegenerateGround H u) :
    ∃ C : ℝ, ∀ t : ℝ, ε₀ H + t * (u ⬝ᵥ V *ᵥ u) - C * t ^ 2 ≤ ε₀ (H + t • V) ∧
      ε₀ (H + t • V) ≤ ε₀ H + t * (u ⬝ᵥ V *ᵥ u) := by
  obtain ⟨Δ, hΔ, hgap⟩ := excitation_gap hH hu
  obtain ⟨D, hD0, hD⟩ : ∃ D > 0, Δ * D = 1 := ⟨Δ⁻¹, inv_pos.2 hΔ, mul_inv_cancel₀ hΔ.ne'⟩
  obtain ⟨K, hK⟩ : ∃ K, ∀ y, |y ⬝ᵥ V *ᵥ y - (u ⬝ᵥ V *ᵥ u) * (y ⬝ᵥ y)| ≤ K * (y ⬝ᵥ y) := by
    refine ⟨|ε₀ V| + |ε₀ (-V)| + |u ⬝ᵥ V *ᵥ u|, fun y => ?_⟩
    have h1 := variational hV y
    have h2 := variational hV.neg y
    rw [neg_mulVec, dotProduct_neg] at h2
    have hy := (dot_self y).1
    have b := fun r : ℝ => mul_le_mul_of_nonneg_right (neg_abs_le r) hy
    have b' := fun r : ℝ => mul_le_mul_of_nonneg_right (le_abs_self r) hy
    have p := fun r : ℝ => mul_nonneg (abs_nonneg r) hy
    rw [abs_le]
    constructor <;> linarith [b (ε₀ V), b (ε₀ (-V)), b (u ⬝ᵥ V *ᵥ u), b' (u ⬝ᵥ V *ᵥ u),
      p (ε₀ V), p (ε₀ (-V))]
  have hq : ∀ M : Matrix n n ℝ, M.IsSymm → ∀ (c : ℝ) (y : n → ℝ),
      (c • u + y) ⬝ᵥ M *ᵥ (c • u + y) =
        c ^ 2 * (u ⬝ᵥ M *ᵥ u) + 2 * c * ((M *ᵥ u) ⬝ᵥ y) + y ⬝ᵥ M *ᵥ y := by
    intro M hM c y
    simp only [mulVec_add, mulVec_smul, dotProduct_add, add_dotProduct, smul_dotProduct,
      dotProduct_smul, smul_eq_mul]
    rw [dot_mulVec_comm hM u y, dotProduct_comm y (M *ᵥ u)]
    ring
  refine ⟨(2 * ((V *ᵥ u) ⬝ᵥ (V *ᵥ u)) + K ^ 2 / 2) * D, fun t => ?_⟩
  have hS : (H + t • V).IsSymm := hH.add (hV.smul t)
  have hadd : ∀ x, x ⬝ᵥ (H + t • V) *ᵥ x = x ⬝ᵥ H *ᵥ x + t * (x ⬝ᵥ V *ᵥ x) := by
    intro x
    rw [add_mulVec, smul_mulVec, dotProduct_add, dotProduct_smul, smul_eq_mul]
  constructor
  · -- split the exact ground vector into a part along `u` and a rest `y`
    obtain ⟨x, hx0, hx⟩ := (groundEnergy_isLeast hS).1
    have hE := hadd x
    rw [hx, dotProduct_smul, smul_eq_mul] at hE
    obtain ⟨c, y, hxy, huy⟩ : ∃ (c : ℝ) (y : n → ℝ), x = c • u + y ∧ u ⬝ᵥ y = 0 :=
      ⟨u ⬝ᵥ x, x - (u ⬝ᵥ x) • u, by simp, by
        rw [dotProduct_sub, dotProduct_smul, hu.unit]; simp⟩
    have hN : x ⬝ᵥ x = c ^ 2 + y ⬝ᵥ y := by
      rw [hxy]
      simp only [add_dotProduct, dotProduct_add, smul_dotProduct, dotProduct_smul,
        smul_eq_mul, hu.unit, huy, dotProduct_comm y u]
      ring
    have h1 : x ⬝ᵥ H *ᵥ x = c ^ 2 * ε₀ H + y ⬝ᵥ H *ᵥ y := by
      rw [hxy, hq H hH, hu.eigen, dotProduct_smul, smul_dotProduct, hu.unit, huy]
      simp only [smul_eq_mul]
      ring
    have h2 := hq V hV c y
    rw [← hxy] at h2
    have h3 := hgap y huy
    have hY := (dot_self y).1
    have hW := (dot_self (V *ᵥ u)).1
    -- two completed squares absorb the terms linear in `t`
    have h4 := (dot_self (Δ • y + (2 * t * c) • (V *ᵥ u))).1
    simp only [add_dotProduct, dotProduct_add, smul_dotProduct, dotProduct_smul,
      smul_eq_mul, dotProduct_comm y (V *ᵥ u)] at h4
    have h5 := mul_nonneg (half_pos hD0).le h4
    have h5' : 0 ≤ Δ / 2 * (y ⬝ᵥ y) + 2 * t * c * ((V *ᵥ u) ⬝ᵥ y) +
        2 * ((V *ᵥ u) ⬝ᵥ (V *ᵥ u)) * D * t ^ 2 * c ^ 2 := by
      linear_combination h5 + (Δ / 2 * (y ⬝ᵥ y) + 2 * t * c * ((V *ᵥ u) ⬝ᵥ y)) * hD
    have h6 := mul_nonneg (half_pos hD0).le (sq_nonneg (Δ - K * |t|))
    have h6' : 0 ≤ Δ / 2 - K * |t| + K ^ 2 / 2 * D * t ^ 2 := by
      linear_combination h6 + (Δ / 2 - K * |t|) * hD + K ^ 2 * D / 2 * sq_abs t
    have h7 := neg_abs_le (t * (y ⬝ᵥ V *ᵥ y - (u ⬝ᵥ V *ᵥ u) * (y ⬝ᵥ y)))
    rw [abs_mul] at h7
    have h8 := mul_le_mul_of_nonneg_left (hK y) (abs_nonneg t)
    have h9 := mul_nonneg h6' hY
    have h10 : 0 ≤ K ^ 2 / 2 * D * t ^ 2 * c ^ 2 := by positivity
    have h11 : 0 ≤ 2 * ((V *ᵥ u) ⬝ᵥ (V *ᵥ u)) * D * t ^ 2 * (y ⬝ᵥ y) := by positivity
    refine le_of_mul_le_mul_right ?_ ((dot_self x).2 hx0)
    rw [hE, h1, h2, hN]
    linear_combination h3 + h5' + h7 + h8 + h9 + h10 + h11
  · -- `u` itself is a trial vector
    have h := variational hS u
    rw [hadd, hu.eigen, dotProduct_smul, hu.unit, smul_eq_mul, mul_one, mul_one] at h
    exact h

/-- For symmetric monomers with nondegenerate ground states `a`, `b` and a symmetric coupling `V`,
the ground energy of the uncoupled dimer is the sum of the monomer ground energies, and the
interaction energy divided by the coupling strength `t` tends to the expectation of `V` in `a ⊗ b`
as `t` tends to zero through nonzero values. -/
theorem interaction_energy_first_order [Nonempty m] [Nonempty n] {A : Matrix m m ℝ}
    {B : Matrix n n ℝ} {V : Matrix (m × n) (m × n) ℝ} (hA : A.IsSymm) (hB : B.IsSymm)
    (hV : V.IsSymm) {a : m → ℝ} {b : n → ℝ} (ha : IsNondegenerateGround A a)
    (hb : IsNondegenerateGround B b) :
    ε₀ (uncoupled A B) = ε₀ A + ε₀ B ∧
      Tendsto (fun t : ℝ => (ε₀ (uncoupled A B + t • V) - ε₀ A - ε₀ B) / t) (𝓝[≠] 0)
        (𝓝 (productState a b ⬝ᵥ V *ᵥ productState a b)) := by
  obtain ⟨Δ, hΔ, hgap⟩ := excitation_gap hA ha
  have hS : (uncoupled A B).IsSymm := by
    simp only [Matrix.IsSymm, uncoupled, transpose_add, ← kroneckerMap_transpose,
      transpose_one, hA.eq, hB.eq]
  have happ : ∀ (x : m × n → ℝ) (i : m) (j : n), (uncoupled A B *ᵥ x) (i, j) =
      (A *ᵥ fun k => x (k, j)) i + (B *ᵥ fun l => x (i, l)) j := by
    intro x i j
    rw [uncoupled, add_mulVec, Pi.add_apply]
    congr 1
    · simp [mulVec, dotProduct, Fintype.sum_prod_type, one_apply]
    · simp only [mulVec, dotProduct, Fintype.sum_prod_type]
      rw [Finset.sum_comm]
      simp [one_apply]
  -- the energy is a sum over columns (monomer A) and rows (monomer B)
  have hlow : ∀ (α : ℝ) (x : m × n → ℝ), (∀ j, α * ((fun i => x (i, j)) ⬝ᵥ fun i => x (i, j)) ≤
      (fun i => x (i, j)) ⬝ᵥ A *ᵥ fun i => x (i, j)) →
      (α + ε₀ B) * (x ⬝ᵥ x) ≤ x ⬝ᵥ uncoupled A B *ᵥ x := by
    intro α x h
    have n1 : x ⬝ᵥ x = ∑ j, (fun i => x (i, j)) ⬝ᵥ fun i => x (i, j) := by
      simp only [dotProduct, Fintype.sum_prod_type]
      exact Finset.sum_comm
    have n2 : x ⬝ᵥ x = ∑ i, (fun j => x (i, j)) ⬝ᵥ fun j => x (i, j) := by
      simp only [dotProduct, Fintype.sum_prod_type]
    have e : x ⬝ᵥ uncoupled A B *ᵥ x = ∑ j, (fun i => x (i, j)) ⬝ᵥ (A *ᵥ fun i => x (i, j)) +
        ∑ i, (fun j => x (i, j)) ⬝ᵥ (B *ᵥ fun j => x (i, j)) := by
      simp only [dotProduct, Fintype.sum_prod_type, happ, mul_add, Finset.sum_add_distrib]
      congr 1
      exact Finset.sum_comm
    have s1 := Finset.sum_le_sum fun j (_ : j ∈ Finset.univ) => h j
    have s2 := Finset.sum_le_sum fun i (_ : i ∈ Finset.univ) =>
      variational hB fun j => x (i, j)
    rw [← Finset.mul_sum, ← n1] at s1
    rw [← Finset.mul_sum, ← n2] at s2
    rw [e, add_mul]
    exact add_le_add s1 s2
  have hunit : productState a b ⬝ᵥ productState a b = 1 := by
    have h : productState a b ⬝ᵥ productState a b = (a ⬝ᵥ a) * (b ⬝ᵥ b) := by
      simp only [dotProduct, productState, Fintype.sum_prod_type, Finset.sum_mul_sum]
      exact Finset.sum_congr rfl fun i _ => Finset.sum_congr rfl fun j _ => by ring
    rw [h, ha.unit, hb.unit, one_mul]
  have heig : uncoupled A B *ᵥ productState a b = (ε₀ A + ε₀ B) • productState a b := by
    ext ⟨i, j⟩
    have e1 : (fun k => productState a b (k, j)) = b j • a := by
      funext k
      simp [productState, mul_comm]
    have e2 : (fun l => productState a b (i, l)) = a i • b := by
      funext l
      simp [productState]
    rw [happ, e1, e2, mulVec_smul, mulVec_smul, ha.eigen, hb.eigen]
    simp only [Pi.smul_apply, smul_eq_mul, productState]
    ring
  have hE : ε₀ (uncoupled A B) = ε₀ A + ε₀ B := by
    have h : IsLeast (energyLevels (uncoupled A B)) (ε₀ A + ε₀ B) := by
      refine ⟨⟨productState a b, fun h0 => ?_, heig⟩, ?_⟩
      · rw [h0] at hunit
        simp at hunit
      · rintro μ ⟨x, hx0, hx⟩
        have h := hlow (ε₀ A) x fun j => variational hA _
        rw [hx, dotProduct_smul, smul_eq_mul] at h
        exact le_of_mul_le_mul_right h ((dot_self x).2 hx0)
    exact h.csInf_eq
  have hground : IsNondegenerateGround (uncoupled A B) (productState a b) := by
    refine ⟨hunit, by rw [hE]; exact heig, fun x hx => ?_⟩
    rw [hE] at hx
    -- contracting `x` with `a` leaves a vector, possibly zero, in the ground eigenspace of `B`
    have hf : B *ᵥ (fun j => a ⬝ᵥ fun i => x (i, j)) =
        ε₀ B • (fun j => a ⬝ᵥ fun i => x (i, j)) := by
      funext j
      have h1 : ∀ i, (B *ᵥ fun l => x (i, l)) j =
          (ε₀ A + ε₀ B) * x (i, j) - (A *ᵥ fun k => x (k, j)) i := by
        intro i
        have h := congrFun hx (i, j)
        rw [happ] at h
        simp only [Pi.smul_apply, smul_eq_mul] at h
        linarith
      have h2 : a ⬝ᵥ (A *ᵥ fun k => x (k, j)) = ε₀ A * (a ⬝ᵥ fun k => x (k, j)) := by
        rw [dot_mulVec_comm hA, ha.eigen, smul_dotProduct, smul_eq_mul]
      calc (B *ᵥ (fun j => a ⬝ᵥ fun i => x (i, j))) j
          = ∑ i, a i * (B *ᵥ fun l => x (i, l)) j := by
            simp only [mulVec, dotProduct, Finset.mul_sum]
            rw [Finset.sum_comm]
            exact Finset.sum_congr rfl fun i _ => Finset.sum_congr rfl fun l _ => by ring
        _ = (ε₀ A + ε₀ B) * (a ⬝ᵥ fun k => x (k, j)) - a ⬝ᵥ (A *ᵥ fun k => x (k, j)) := by
            simp only [h1, mul_sub, Finset.sum_sub_distrib, dotProduct, Finset.mul_sum]
            congr 1
            exact Finset.sum_congr rfl fun i _ => by ring
        _ = _ := by
            rw [h2]
            simp only [Pi.smul_apply, smul_eq_mul]
            ring
    obtain ⟨s, hs⟩ := hb.unique _ hf
    refine ⟨s, ?_⟩
    have hy : uncoupled A B *ᵥ (x - s • productState a b) =
        (ε₀ A + ε₀ B) • (x - s • productState a b) := by
      rw [mulVec_sub, mulVec_smul, hx, heig]
      module
    have hz : ∀ j, a ⬝ᵥ (fun i => (x - s • productState a b) (i, j)) = 0 := by
      intro j
      have h := congrFun hs j
      have e : (fun i => (x - s • productState a b) (i, j)) =
          (fun i => x (i, j)) - (s * b j) • a := by
        funext i
        simp only [Pi.sub_apply, Pi.smul_apply, smul_eq_mul, productState]
        ring
      rw [e, dotProduct_sub, dotProduct_smul, ha.unit]
      simp only [Pi.smul_apply, smul_eq_mul] at h ⊢
      linarith
    -- the remainder would cost at least the gap of `A`, so it vanishes
    have h := hlow (ε₀ A + Δ) _ fun j => hgap _ (hz j)
    rw [hy, dotProduct_smul, smul_eq_mul] at h
    by_contra hne
    have hp := mul_pos hΔ ((dot_self _).2 (sub_ne_zero.2 hne))
    linarith
  refine ⟨hE, ?_⟩
  obtain ⟨C, hC⟩ := second_order_bound hS hV hground
  rw [tendsto_iff_norm_sub_tendsto_zero]
  have hlim : Tendsto (fun t : ℝ => C * |t|) (𝓝[≠] 0) (𝓝 0) :=
    ((continuous_const.mul continuous_abs).tendsto' 0 0 (by simp)).mono_left
      nhdsWithin_le_nhds
  refine squeeze_zero' (Eventually.of_forall fun t => norm_nonneg _) ?_ hlim
  filter_upwards [self_mem_nhdsWithin] with t ht
  have ht0 : t ≠ 0 := ht
  obtain ⟨h1, h2⟩ := hC t
  rw [hE] at h1 h2
  rw [Real.norm_eq_abs, div_sub' ht0, abs_div, div_le_iff₀ (abs_pos.2 ht0), mul_assoc,
    abs_mul_abs_self, abs_le]
  constructor <;> nlinarith

/-- Superposition error: for symmetric monomers `A`, `B` with nondegenerate ground states and a
symmetric coupling `V`, if the reference energy `W` lies above the sum of the ground energies of `A`
and `B`, the apparent interaction energy divided by the coupling strength `t` diverges to minus
infinity as `t` tends to zero from above. -/
theorem superposition_error_diverges [Nonempty m] [Nonempty n] {A : Matrix m m ℝ}
    {B : Matrix n n ℝ} {V : Matrix (m × n) (m × n) ℝ} (hA : A.IsSymm) (hB : B.IsSymm)
    (hV : V.IsSymm) {a : m → ℝ} {b : n → ℝ} (ha : IsNondegenerateGround A a)
    (hb : IsNondegenerateGround B b) {W : ℝ} (hW : ε₀ A + ε₀ B < W) :
    Tendsto (fun t : ℝ => (ε₀ (uncoupled A B + t • V) - W) / t) (𝓝[>] 0) atBot := by
  have h1 := (interaction_energy_first_order hA hB hV ha hb).2.mono_left
    (nhdsWithin_mono (0 : ℝ) fun t (ht : 0 < t) => ht.ne')
  have h2 : Tendsto (fun t : ℝ => (ε₀ A + ε₀ B - W) * t⁻¹) (𝓝[>] 0) atBot :=
    tendsto_inv_nhdsGT_zero.const_mul_atTop_of_neg (by linarith)
  exact (h1.add_atBot h2).congr fun t => by ring

end DimerInteraction
```

```lean
#print axioms DimerInteraction.interaction_energy_first_order
-- 'DimerInteraction.interaction_energy_first_order' depends on axioms: [propext, Classical.choice, Quot.sound]
#print axioms DimerInteraction.superposition_error_diverges
-- 'DimerInteraction.superposition_error_diverges' depends on axioms: [propext, Classical.choice, Quot.sound]
```

## From the spectral expansion to the limit

`dot_self` supplies positivity of the scalar product, and `dot_mulVec_comm` moves a symmetric matrix from one side of it to the other. `spectral_expansion` writes the squared length as a sum of squared amplitudes and the energy as the same sum weighted by the eigenvalues; `groundEnergy_isLeast`, `variational` and `excitation_gap` follow by comparing these sums term by term.

In `second_order_bound`, `h5'` and `h6'` are the two completed squares, and `linear_combination` adds up the estimates. The eigenvector there is not normalised, so the inequality is proved multiplied by `x ⬝ᵥ x`, which is then cancelled.

In `interaction_energy_first_order`, `hlow` is the row-and-column estimate, `hf` the contraction with a, and `hground` the nondegeneracy of u. `squeeze_zero'` turns the bound C|t| into the limit. `superposition_error_diverges` adds the divergent term with `add_atBot`.
